# Keeping equally many oscillator levels in both components gives the massive Dirac–Landau Hamiltonian a spurious eigenvalue D

The Hamiltonian $H(u,w)=(Du+c\,a\,w,\;c\,a^*u-Dw)$, with real $c,D\neq0$ and oscillator ladder operators $a,a^*$, does not have $D$ as an eigenvalue on finitely supported sequences. If I cut both components to the same $N\ge1$ levels, $D$ appears as an eigenvalue for every $N$, so a larger basis doesn't remove it. I'd like to see this made rigorous and machine-checked, together with a truncation that avoids the false level. Can that be done?

## The top state of u loses its partner

Yes. If $u$ keeps $M$ levels and $w$ keeps $N$, then $D$ is an eigenvalue of the truncated Hamiltonian exactly when $M\ge1$ and $N\le M$. One extra level for $w$ therefore removes it.

Number the levels $n=0,1,2,\dots$, with $(af)_n=\sqrt{n+1}\,f_{n+1}$, $(a^*f)_{n+1}=\sqrt{n+1}\,f_n$ and $(a^*f)_0=0$. The equation $H(u,w)=E(u,w)$ reads

$$Du_n+c\sqrt{n+1}\,w_{n+1}=Eu_n,\qquad -Dw_0=Ew_0,$$
$$c\sqrt{n+1}\,u_n-Dw_{n+1}=Ew_{n+1}.$$

Multiply the first equation by $E+D$ and insert the third:

$$(E^2-D^2)u_n=c\sqrt{n+1}\,(E+D)w_{n+1}=c^2(n+1)u_n.$$

Eliminating $u_n$ instead gives the same relation for $w_{n+1}$. A nonzero state thus needs $E=-D$ or $E^2=D^2+c^2(n+1)$ for some $n$. Both occur: $w_0=1$ alone gives $-D$, and $u_n=c\sqrt{n+1}$, $w_{n+1}=E-D$ gives the others. Setting $E=D$ would require $D=0$ or $c^2(n+1)=0$, so $D$ is absent.

Now truncate and set $E=D$.

- If $w_0$ is kept, $-Dw_0=Dw_0$ gives $w_0=0$.
- If $u_n$ is kept, its equation gives $c\sqrt{n+1}\,w_{n+1}=0$, so $w_{n+1}=0$.
- If $w_{n+1}$ is kept but $u_n$ is not, $-Dw_{n+1}=Dw_{n+1}$ gives $w_{n+1}=0$.

Hence $w=0$, and each kept level $n+1$ of $w$ forces $c\sqrt{n+1}\,u_n=0$. With $w=0$ the remaining equations put no other condition on $u$, so a nonzero $u_n$ is allowed exactly when $n<M$ and $n+1\ge N$. Such an $n$ exists exactly when $M\ge1$ and $N\le M$. For $M=N$ the false eigenvector is $u_{N-1}=1$ with everything else zero: $a^*$ sends it to level $N$, which has been discarded.

## The checked file

In Lean 4 with Mathlib:

```lean
import Mathlib

namespace DiracLandauTruncation

noncomputable section

/-- Complex amplitudes on the oscillator levels 0, 1, 2, .... -/
abbrev Seq := ℕ → ℂ

/-- The ladder amplitude `√(n+1)` between levels `n` and `n+1`. -/
def amp (n : ℕ) : ℂ := ((Real.sqrt ((n : ℝ) + 1) : ℝ) : ℂ)

/-- The lowering operator `a`. -/
def lower (f : Seq) : Seq := fun n => amp n * f (n + 1)

/-- The raising operator `a*`. -/
def raise (f : Seq) : Seq
  | 0 => 0
  | n + 1 => amp n * f n

/-- The Hamiltonian `H(u,w) = (D u + c a w, c a* u - D w)`. -/
def ham (D c : ℝ) (ψ : Seq × Seq) : Seq × Seq :=
  (fun n => D * ψ.1 n + c * lower ψ.2 n, fun n => c * raise ψ.1 n - D * ψ.2 n)

/-- The projection keeping the lowest `M` levels of `u` and the lowest `N` levels of `w`. -/
def keep (M N : ℕ) (ψ : Seq × Seq) : Seq × Seq :=
  (fun n => if n < M then ψ.1 n else 0, fun n => if n < N then ψ.2 n else 0)

/-- `E` is an eigenvalue of `H` with a nonzero, finitely supported eigenstate. -/
def IsLevel (D c : ℝ) (E : ℂ) : Prop :=
  ∃ ψ : Seq × Seq, ψ ≠ 0 ∧ (∃ K, ∀ n, K ≤ n → ψ.1 n = 0 ∧ ψ.2 n = 0) ∧
    ham D c ψ = E • ψ

/-- `E` is an eigenvalue of `H` truncated to `M` levels of `u` and `N` levels of `w`. -/
def IsTruncatedLevel (D c : ℝ) (M N : ℕ) (E : ℂ) : Prop :=
  ∃ ψ : Seq × Seq, ψ ≠ 0 ∧ keep M N ψ = ψ ∧ keep M N (ham D c ψ) = E • ψ

/-- The squared ladder amplitude is `n + 1`. -/
theorem amp_sq (n : ℕ) : amp n * amp n = (n : ℂ) + 1 := by
  have h : Real.sqrt ((n : ℝ) + 1) * Real.sqrt ((n : ℝ) + 1) = (n : ℝ) + 1 :=
    Real.mul_self_sqrt (by positivity)
  unfold amp
  exact_mod_cast h

/-- No ladder amplitude vanishes. -/
theorem amp_ne_zero (n : ℕ) : amp n ≠ 0 := by
  intro h
  have h2 := amp_sq n
  rw [h, mul_zero] at h2
  exact Nat.cast_add_one_ne_zero n h2.symm

/-- The ladder operators satisfy `a a* - a* a = 1`. -/
theorem ladder_commutator (f : Seq) : lower (raise f) - raise (lower f) = f := by
  funext n
  cases n with
  | zero =>
    change amp 0 * (amp 0 * f 0) - 0 = f 0
    have h := amp_sq 0
    rw [Nat.cast_zero] at h
    linear_combination f 0 * h
  | succ n =>
    change amp (n + 1) * (amp (n + 1) * f (n + 1)) - amp n * (amp n * f (n + 1)) = f (n + 1)
    have h := amp_sq (n + 1)
    push_cast at h
    linear_combination f (n + 1) * (h - amp_sq n)

/-- The eigenvalue equation couples `u n` only to `w (n+1)` and leaves `w 0` uncoupled. -/
theorem ham_eq_iff (D c : ℝ) (E : ℂ) (ψ : Seq × Seq) :
    ham D c ψ = E • ψ ↔
      (∀ n, D * ψ.1 n + c * (amp n * ψ.2 (n + 1)) = E * ψ.1 n) ∧
      (-D * ψ.2 0 = E * ψ.2 0) ∧
      (∀ n, c * (amp n * ψ.1 n) - D * ψ.2 (n + 1) = E * ψ.2 (n + 1)) := by
  constructor
  · intro h
    have h0 : (c : ℂ) * 0 - D * ψ.2 0 = E * ψ.2 0 := congrFun (congrArg Prod.snd h) 0
    exact ⟨fun n => congrFun (congrArg Prod.fst h) n, by linear_combination h0,
      fun n => congrFun (congrArg Prod.snd h) (n + 1)⟩
  · rintro ⟨h1, h0, h2⟩
    refine Prod.ext (funext h1) (funext fun n => ?_)
    cases n with
    | zero =>
      change (c : ℂ) * 0 - D * ψ.2 0 = E * ψ.2 0
      linear_combination h0
    | succ n => exact h2 n

/-- The eigenvalues on finitely supported sequences are `-D` and the solutions of
`E² = D² + c² (n+1)` for `n = 0, 1, 2, ...`. -/
theorem isLevel_iff {D c : ℝ} (hc : c ≠ 0) (E : ℂ) :
    IsLevel D c E ↔ E = -D ∨ ∃ n : ℕ, E ^ 2 = D ^ 2 + c ^ 2 * ((n : ℂ) + 1) := by
  constructor
  · rintro ⟨ψ, hψ, -, h⟩
    obtain ⟨h1, h0, h2⟩ := (ham_eq_iff D c E ψ).1 h
    by_contra hne
    obtain ⟨hE, hn⟩ := not_or.1 hne
    have key : ∀ n : ℕ, E ^ 2 - (D ^ 2 + c ^ 2 * ((n : ℂ) + 1)) ≠ 0 :=
      fun n hz => hn ⟨n, sub_eq_zero.1 hz⟩
    -- eliminating one component leaves a scalar equation for the other
    have hu : ∀ n, ψ.1 n = 0 := fun n => by
      refine (mul_eq_zero.1 ?_).resolve_left (key n)
      linear_combination -(E + D) * h1 n - c * amp n * h2 n + c ^ 2 * ψ.1 n * amp_sq n
    have hw : ∀ n, ψ.2 n = 0 := fun n => by
      cases n with
      | zero =>
        have hz : (E + D) * ψ.2 0 = 0 := by linear_combination -h0
        exact (mul_eq_zero.1 hz).resolve_left fun h => hE (eq_neg_of_add_eq_zero_left h)
      | succ n =>
        refine (mul_eq_zero.1 ?_).resolve_left (key n)
        linear_combination (D - E) * h2 n - c * amp n * h1 n
          + c ^ 2 * ψ.2 (n + 1) * amp_sq n
    exact hψ (Prod.ext (funext hu) (funext hw))
  · rintro (rfl | ⟨n, hE⟩)
    · -- the unpaired state lives in the lowest level of `w`
      refine ⟨(fun _ => 0, fun k => if k = 0 then 1 else 0), ?_, ⟨1, ?_⟩, ?_⟩
      · intro h
        have h' := congrFun (congrArg Prod.snd h) 0
        simp at h'
      · intro k hk
        have : k ≠ 0 := by omega
        simp [this]
      · rw [ham_eq_iff]
        exact ⟨fun k => by simp, by simp, fun k => by simp⟩
    · refine ⟨(fun k => if k = n then c * amp n else 0,
        fun k => if k = n + 1 then E - D else 0), ?_, ⟨n + 2, ?_⟩, ?_⟩
      · intro h
        have h' := congrFun (congrArg Prod.fst h) n
        simp [hc, amp_ne_zero] at h'
      · intro k hk
        have h1 : k ≠ n := by omega
        have h2 : k ≠ n + 1 := by omega
        simp [h1, h2]
      · rw [ham_eq_iff]
        refine ⟨fun k => ?_, by simp, fun k => ?_⟩
        · by_cases hk : k = n
          · simp only [hk, ↓reduceIte]
            ring
          · simp [hk]
        · by_cases hk : k = n
          · simp only [hk, ↓reduceIte]
            linear_combination (c : ℂ) ^ 2 * amp_sq n - hE
          · simp [hk]

/-- Let `D` and `c` be nonzero. With `M` levels kept for `u` and `N` for `w`, the value `D` is an
eigenvalue of the truncated Hamiltonian exactly when `M ≥ 1` and `N ≤ M`. -/
theorem truncated_level_iff {D c : ℝ} (hD : D ≠ 0) (hc : c ≠ 0) (M N : ℕ) :
    IsTruncatedLevel D c M N D ↔ 0 < M ∧ N ≤ M := by
  have hD' : (D : ℂ) ≠ 0 := Complex.ofReal_ne_zero.2 hD
  have hc' : (c : ℂ) ≠ 0 := Complex.ofReal_ne_zero.2 hc
  constructor
  · rintro ⟨ψ, hψ, hk, h⟩
    by_contra hMN
    have hu : ∀ n, ¬ n < M → ψ.1 n = 0 := fun n hn => by
      have e : (if n < M then ψ.1 n else 0) = ψ.1 n := congrFun (congrArg Prod.fst hk) n
      rw [if_neg hn] at e
      exact e.symm
    have hw : ∀ n, ¬ n < N → ψ.2 n = 0 := fun n hn => by
      have e : (if n < N then ψ.2 n else 0) = ψ.2 n := congrFun (congrArg Prod.snd hk) n
      rw [if_neg hn] at e
      exact e.symm
    have h2 : ∀ n, n + 1 < N → c * (amp n * ψ.1 n) - D * ψ.2 (n + 1) = D * ψ.2 (n + 1) :=
      fun n hn => by
        have e : (if n + 1 < N then c * (amp n * ψ.1 n) - D * ψ.2 (n + 1) else 0)
            = D * ψ.2 (n + 1) := congrFun (congrArg Prod.snd h) (n + 1)
        rwa [if_pos hn] at e
    -- the lower component vanishes level by level
    have w0 : ∀ n, ψ.2 n = 0 := fun n => by
      by_cases hN : n < N
      · cases n with
        | zero =>
          have e : (if 0 < N then (c : ℂ) * 0 - D * ψ.2 0 else 0) = D * ψ.2 0 :=
            congrFun (congrArg Prod.snd h) 0
          rw [if_pos hN] at e
          have hz : (D : ℂ) * ψ.2 0 = 0 := by linear_combination (-1 / 2 : ℂ) * e
          exact (mul_eq_zero.1 hz).resolve_left hD'
        | succ n =>
          by_cases hM : n < M
          · have e : (if n < M then D * ψ.1 n + c * (amp n * ψ.2 (n + 1)) else 0)
                = D * ψ.1 n := congrFun (congrArg Prod.fst h) n
            rw [if_pos hM] at e
            have hz : (c * amp n) * ψ.2 (n + 1) = 0 := by linear_combination e
            exact (mul_eq_zero.1 hz).resolve_left (mul_ne_zero hc' (amp_ne_zero n))
          · have e := h2 n hN
            rw [hu n hM] at e
            have hz : (D : ℂ) * ψ.2 (n + 1) = 0 := by linear_combination (-1 / 2 : ℂ) * e
            exact (mul_eq_zero.1 hz).resolve_left hD'
      · exact hw n hN
    -- then so does the upper one, since every raised level is kept
    have u0 : ∀ n, ψ.1 n = 0 := fun n => by
      by_cases hM : n < M
      · have e := h2 n (by omega)
        rw [w0 (n + 1)] at e
        have hz : (c * amp n) * ψ.1 n = 0 := by linear_combination e
        exact (mul_eq_zero.1 hz).resolve_left (mul_ne_zero hc' (amp_ne_zero n))
      · exact hu n hM
    exact hψ (Prod.ext (funext u0) (funext w0))
  · rintro ⟨hM, hN⟩
    obtain ⟨m, rfl⟩ : ∃ m, M = m + 1 := ⟨M - 1, by omega⟩
    -- the highest kept state of `u` has lost its partner
    refine ⟨(fun k => if k = m then 1 else 0, fun _ => 0), ?_, ?_, ?_⟩
    · intro h
      have h' := congrFun (congrArg Prod.fst h) m
      simp at h'
    · refine Prod.ext (funext fun k => ?_) (funext fun k => ?_)
      · by_cases hk : k = m <;> simp [keep, hk]
      · simp [keep]
    · refine Prod.ext (funext fun k => ?_) (funext fun k => ?_)
      · by_cases hk : k = m <;> simp [keep, ham, lower, hk]
      · cases k with
        | zero => simp [keep, ham, raise]
        | succ k =>
          by_cases hk : k = m
          · have : ¬ m + 1 < N := by omega
            simp [keep, hk, this]
          · simp [keep, ham, raise, hk]

/-- For nonzero `D` and `c`, `D` is not an eigenvalue on finitely supported sequences, but it is an
eigenvalue whenever both components are truncated to the same `N ≥ 1` levels. -/
theorem spurious_level {D c : ℝ} (hD : D ≠ 0) (hc : c ≠ 0) :
    ¬ IsLevel D c D ∧ ∀ N : ℕ, 1 ≤ N → IsTruncatedLevel D c N N D := by
  refine ⟨?_, fun N hN => (truncated_level_iff hD hc N N).2 ⟨hN, le_rfl⟩⟩
  rw [isLevel_iff hc]
  rintro (h | ⟨n, h⟩)
  · have h' : D = -D := by exact_mod_cast h
    exact hD (by linarith)
  · have h' : D ^ 2 = D ^ 2 + c ^ 2 * ((n : ℝ) + 1) := by exact_mod_cast h
    have : 0 < c ^ 2 * ((n : ℝ) + 1) := by positivity
    linarith

/-- For nonzero `D` and `c`, `D` is not an eigenvalue of the Hamiltonian truncated to `N` levels of
`u` and `N + 1` levels of `w`. -/
theorem no_spurious_level {D c : ℝ} (hD : D ≠ 0) (hc : c ≠ 0) (N : ℕ) :
    ¬ IsTruncatedLevel D c N (N + 1) D := by
  rw [truncated_level_iff hD hc]
  omega

end

end DiracLandauTruncation
```

```lean
#print axioms DiracLandauTruncation.ladder_commutator
#print axioms DiracLandauTruncation.spurious_level
#print axioms DiracLandauTruncation.no_spurious_level
```

```
'DiracLandauTruncation.ladder_commutator' depends on axioms: [propext, Classical.choice, Quot.sound]
'DiracLandauTruncation.spurious_level' depends on axioms: [propext, Classical.choice, Quot.sound]
'DiracLandauTruncation.no_spurious_level' depends on axioms: [propext, Classical.choice, Quot.sound]
```

## What the definitions say

A state is a pair of complex sequences, `ψ.1` for $u$ and `ψ.2` for $w$. `IsLevel` asks for a nonzero, finitely supported eigenstate. `IsTruncatedLevel` asks for a nonzero state inside the kept levels whose image under `ham`, projected back by `keep M N`, is $E$ times the state; this is the eigenvalue problem of the finite matrix.

For one valley of a massive Dirac electron in a perpendicular magnetic field, $|D|$ is half the zero-field gap and $c$ combines velocity and field strength. The hypotheses `hD` and `hc` say that the gap and the coupling are present. The model is non-interacting and clean, and the theorems do not treat the Hilbert-space operator or its self-adjointness.

## How the proof follows the algebra

`amp_sq` and `amp_ne_zero` supply $(\sqrt{n+1})^2=n+1\neq0$, and `ladder_commutator` confirms $aa^*-a^*a=1$ before truncation. `ham_eq_iff` is the component form above. In `isLevel_iff`, the `linear_combination` calls perform the two eliminations, and the explicit states prove the converse.

`truncated_level_iff` shows first `w0` ($w=0$), then `u0` ($u=0$) when the condition on $M,N$ fails; otherwise it exhibits the top state of $u$. `spurious_level` combines the two results, and `no_spurious_level` applies `truncated_level_iff` with $N$ levels for $u$ and $N+1$ for $w$.

## In a Landau-level code

A program that stores $a$ as an $N\times N$ matrix $A$ and builds

$$\begin{pmatrix}D\,I&cA\\cA^{T}&-D\,I\end{pmatrix}$$

has a zero last column in $A^T$, so the corresponding column of the Hamiltonian contains only $D$, on the diagonal. In this single-particle model the result looks like an extra Landau level at the opposite band edge from the true one at $-D$. The remedy is a rectangular $A$ of size $N\times(N+1)$, with entries $A_{n,n+1}=\sqrt{n+1}$ for $0\le n<N$, and identity blocks of sizes $N$ and $N+1$. In an existing code with the square $A$, the false state is the eigenvector with eigenvalue $D$: its $w$ component is zero and all its weight is in the highest kept level of $u$.
